# A Lower Bound on Two-Particle Traces from Geminal Energies

The energy of $N\ge2$ electrons with pairwise forces depends on their state only through the two-particle density matrix $D$. One would like to minimise over $D$ directly, but the matrices that come from genuine $N$-electron states are hard to characterise. If only some of their properties are imposed, the minimum can fall below the true energy. For the simplest such properties, this minimum is given by a two-particle problem.

## From two particles to the trace

Let $i,j,k,l$ label finitely many orthonormal spin orbitals. A pair operator $K$ is a matrix indexed by ordered pairs $(i,j)$, and a geminal is an amplitude with $c(j,i)=-c(i,j)$. Suppose that $K$ is Hermitian and that, for a real number $e$,
$$\langle c,Kc\rangle\ge e\,\|c\|^2\quad\text{for every geminal }c.$$
Let $D$ be positive semidefinite, antisymmetric in both pairs, with trace $N(N-1)$. Then $\operatorname{tr}(KD)$ is real and at least $N(N-1)e$.

Since $D$ is positive semidefinite, $D=B^\dagger B$ for some matrix $B$, that is, $D_{ab}=\sum_k \overline{B_{ka}}B_{kb}$, where $a,b,k$ now run over pairs. For fixed $i,j$, antisymmetry in the first pair gives
$$\sum_k|B_{k,(i,j)}+B_{k,(j,i)}|^2=D_{(i,j),(i,j)}+D_{(i,j),(j,i)}+D_{(j,i),(i,j)}+D_{(j,i),(j,i)}=0,$$
because the third term cancels the first and the fourth cancels the second. Each summand on the left therefore vanishes, and $c_k(a)=\overline{B_{ka}}$ is a geminal for every $k$. For any pair operator,
$$\operatorname{tr}(KD)=\sum_{a,b}K_{ab}D_{ba}=\sum_k\sum_{a,b}\overline{c_k(a)}K_{ab}c_k(b)=\sum_k\langle c_k,Kc_k\rangle.$$
With $K=1$ this reads $N(N-1)=\sum_k\|c_k\|^2$. Hence
$$\operatorname{tr}(KD)=\sum_k\langle c_k,Kc_k\rangle\ge e\sum_k\|c_k\|^2=N(N-1)e.$$
The trace is real because $\overline{\operatorname{tr}(KD)}=\operatorname{tr}(D^\dagger K^\dagger)=\operatorname{tr}(DK)=\operatorname{tr}(KD)$.

The antisymmetry of $D$ is essential. On two orbitals, let $K$ project onto the normalised geminal $(|01\rangle-|10\rangle)/\sqrt2$. Every geminal is a multiple of this one, so $e=1$ is a valid bound. For $N=2$ the matrix $D=2|00\rangle\langle00|$ is positive semidefinite with trace $2$, yet $\operatorname{tr}(KD)=0<2$. If $K$ is not Hermitian, the same argument applies to real parts: $\operatorname{Re}\langle c,Kc\rangle\ge e\,\|c\|^2$ for every geminal gives $\operatorname{Re}\operatorname{tr}(KD)\ge N(N-1)e$. The trace itself need not be real: $K=\mathrm i\,1$ satisfies this hypothesis with $e=0$ and has $\operatorname{tr}(KD)=\mathrm i N(N-1)$.

## Sharpness and the electronic energy

For $N>1$ there is a converse: if $\operatorname{Re}\operatorname{tr}(KD)\ge N(N-1)e$ for all these trial matrices, then $e$ is a lower bound for every geminal. The best constant is therefore the same in both problems. Given a nonzero geminal $c$, the matrix $D=w\,cc^\dagger$ with $w=N(N-1)/\|c\|^2$ satisfies all the conditions, and $\operatorname{tr}(KD)=w\langle c,Kc\rangle$. If this is at least $N(N-1)e=w\,e\|c\|^2$, division by $w$ returns the geminal bound.

Now take a one-body matrix $h$, an interaction $V$ on pairs, and a one-particle density matrix $g$ fixed by
$$\sum_jD_{(i,j),(k,j)}=(N-1)g_{ik}.$$
For $N\ne1$, define the reduced Hamiltonian
$$K=\frac{h\otimes1+1\otimes h}{N-1}+V.$$
The contraction gives
$$\operatorname{tr}((h\otimes1)D)=\sum_{i,j,k}h_{ik}D_{(k,j),(i,j)}=(N-1)\operatorname{tr}(hg).$$
Exchanging both pairs of $D$ produces two minus signs, so $1\otimes h$ contributes the same amount. Therefore
$$\tfrac12\operatorname{tr}(KD)=\operatorname{tr}(hg)+\tfrac12\operatorname{tr}(VD),$$
and the real part of this energy is at least $N(N-1)e/2$: the number of pairs times the two-particle bound. In electronic structure this bounds the $N$-electron energy within a finite orbital basis from below by means of a two-particle eigenvalue problem.

## Geminals and trial matrices in Lean

The finite type `ι` indexes the orbitals; `κ` is a general finite index set.

```lean
import Mathlib

open Matrix
open scoped ComplexOrder Kronecker MatrixOrder Matrix.Norms.L2Operator

namespace PairDensityLowerBound

noncomputable section

variable {ι κ : Type*} [Fintype ι] [DecidableEq ι] [Fintype κ]
```

The squared norm is a real number, and amplitudes are not assumed normalised.

```lean
/-- The squared norm of a vector of complex amplitudes. -/
def sqNorm (c : κ → ℂ) : ℝ := ∑ k, ‖c k‖ ^ 2

/-- A geminal: a two-particle amplitude that changes sign under exchange. -/
def IsGeminal (c : ι × ι → ℂ) : Prop := ∀ i j, c (j, i) = -c (i, j)
```

The energy is defined as a real part, so that it can be compared with a real bound even when `K` is not Hermitian.

```lean
/-- The real part of the expectation of the pair operator `K` in the amplitude `c`. -/
def pairEnergy (K : Matrix (ι × ι) (ι × ι) ℂ) (c : ι × ι → ℂ) : ℝ :=
  (star c ⬝ᵥ K *ᵥ c).re
```

For a normalised geminal, `IsPairBound K e` says that its energy is at least `e`. The number `e` need not be the best such bound.

```lean
/-- The number `e` bounds the energy per squared norm of every geminal from below. -/
def IsPairBound (K : Matrix (ι × ι) (ι × ι) ℂ) (e : ℝ) : Prop :=
  ∀ c, IsGeminal c → e * sqNorm c ≤ pairEnergy K c
```

The conditions on $D$ form one structure. Its trace convention counts ordered pairs, which is the origin of the factor $\tfrac12$ in the energy. Here `N` is any real number, with no integrality assumed.

```lean
/-- A trial two-particle density matrix: positive semidefinite, antisymmetric in both
pairs, with trace `N (N - 1)`. -/
structure IsPairDensity (N : ℝ) (D : Matrix (ι × ι) (ι × ι) ℂ) : Prop where
  posSemidef : D.PosSemidef
  antisymm_left : ∀ i j q, D (j, i) q = -D (i, j) q
  antisymm_right : ∀ p k l, D p (l, k) = -D p (k, l)
  trace_eq : D.trace = ((N * (N - 1) : ℝ) : ℂ)
```

These conditions are necessary for $D$ to come from an $N$-fermion state, but in general not sufficient. Two orbitals cannot hold three fermions, and yet a weighted geminal projector with trace $6$ meets every condition for $N=3$. The sharpness above thus concerns trial matrices, and the true ground-state energy may lie higher.

## Decomposition into geminals

The first lemma identifies $\langle x,x\rangle$ with the squared norm.

```lean
/-- The inner product of an amplitude vector with itself is its squared norm. -/
theorem star_dotProduct_self (x : κ → ℂ) : star x ⬝ᵥ x = (sqNorm x : ℂ) := by
  simp only [dotProduct, Pi.star_apply, sqNorm]
  push_cast
  exact Finset.sum_congr rfl fun k _ => Complex.conj_mul' (x k)
```

The next theorem supplies the family $c_k$. A single family serves every `K`, which is what later allows the identity operator to fix the weights. In the proof, `hB` is the factorisation and `hD` its entrywise form; `hx` is the vanishing norm of the sum of two exchanged columns, from which the sign change of each entry follows. The last part uses the cyclic property of the trace.

```lean
/-- For a trial density matrix, the trace against any pair operator is a sum of
expectations in one fixed family of geminals. -/
theorem exists_geminals {N : ℝ} {D : Matrix (ι × ι) (ι × ι) ℂ} (h : IsPairDensity N D) :
    ∃ c : ι × ι → ι × ι → ℂ, (∀ k, IsGeminal (c k)) ∧
      ∀ K : Matrix (ι × ι) (ι × ι) ℂ,
        (K * D).trace = ∑ k, star (c k) ⬝ᵥ K *ᵥ c k := by
  obtain ⟨B, hB⟩ : ∃ B : Matrix (ι × ι) (ι × ι) ℂ, D = Bᴴ * B := by
    first
      | exact Matrix.posSemidef_iff_eq_conjTranspose_mul_self.mp h.posSemidef
      | exact CStarAlgebra.nonneg_iff_eq_star_mul_self.mp h.posSemidef.nonneg
  have hD : ∀ a b, D a b = ∑ k, star (B k a) * B k b := by
    intro a b
    rw [hB, Matrix.mul_apply]
    rfl
  refine ⟨fun k p => star (B k p), ?_, ?_⟩
  · intro k i j
    -- the sum of two exchanged columns of B has norm zero
    have hx : star (fun k => B k (i, j) + B k (j, i)) ⬝ᵥ
        (fun k => B k (i, j) + B k (j, i)) = 0 := by
      have h1 : star (fun k => B k (i, j) + B k (j, i)) ⬝ᵥ
          (fun k => B k (i, j) + B k (j, i)) =
          D (i, j) (i, j) + D (i, j) (j, i) + D (j, i) (i, j) + D (j, i) (j, i) := by
        simp only [hD, dotProduct, ← Finset.sum_add_distrib, Pi.star_apply, star_add]
        refine Finset.sum_congr rfl fun k _ => ?_
        ring
      rw [h1, h.antisymm_left i j (i, j), h.antisymm_left i j (j, i)]
      ring
    rw [star_dotProduct_self, Complex.ofReal_eq_zero, sqNorm,
      Finset.sum_eq_zero_iff_of_nonneg (fun _ _ => by positivity)] at hx
    have h2 : B k (i, j) + B k (j, i) = 0 :=
      norm_eq_zero.mp (pow_eq_zero_iff two_ne_zero |>.mp (hx k (Finset.mem_univ k)))
    have h3 : B k (j, i) = -B k (i, j) := by linear_combination h2
    change star (B k (j, i)) = -star (B k (i, j))
    rw [h3, star_neg]
  · intro K
    rw [hB, ← Matrix.mul_assoc, Matrix.trace_mul_comm]
    simp [Matrix.trace, Matrix.mul_apply, dotProduct, Matrix.mulVec]
```

## The bound on the trace

The inequality needs no Hermiticity. In the proof, `hn` is the case $K=1$, and the `calc` chain is the summation of the geminal bounds.

```lean
/-- A lower bound `e` on geminal energies gives the lower bound `N (N - 1) e` on the real
part of `trace (K D)`. -/
theorem re_trace_lower_bound {N e : ℝ} {K D : Matrix (ι × ι) (ι × ι) ℂ}
    (hKe : IsPairBound K e) (h : IsPairDensity N D) :
    N * (N - 1) * e ≤ (K * D).trace.re := by
  obtain ⟨c, hc, hE⟩ := exists_geminals h
  -- the identity operator fixes the total weight of the geminals
  have hn : N * (N - 1) = ∑ k, sqNorm (c k) := by
    have h1 := hE 1
    simp only [Matrix.one_mul, Matrix.one_mulVec, star_dotProduct_self, h.trace_eq] at h1
    exact_mod_cast h1
  calc N * (N - 1) * e = ∑ k, e * sqNorm (c k) := by
        rw [hn, ← Finset.mul_sum, mul_comm]
    _ ≤ ∑ k, pairEnergy K (c k) := Finset.sum_le_sum fun k _ => hKe _ (hc k)
    _ = (K * D).trace.re := by
        rw [hE, Complex.re_sum]
        rfl
```

Adding `K.IsHermitian` gives the full claim. A complex number is not directly compared with a real one here: the conclusion says that the imaginary part is zero and that the real part obeys the bound. The equation `hs` says that the trace equals its own conjugate.

```lean
/-- For a Hermitian pair operator `K` whose geminal energies are bounded below by `e`,
`trace (K D)` is real and at least `N (N - 1) e`. -/
theorem trace_lower_bound {N e : ℝ} {K D : Matrix (ι × ι) (ι × ι) ℂ}
    (hK : K.IsHermitian) (hKe : IsPairBound K e) (h : IsPairDensity N D) :
    (K * D).trace.im = 0 ∧ N * (N - 1) * e ≤ (K * D).trace.re := by
  refine ⟨?_, re_trace_lower_bound hKe h⟩
  have hs : star (K * D).trace = (K * D).trace := by
    rw [← Matrix.trace_conjTranspose, Matrix.conjTranspose_mul, hK.eq,
      h.posSemidef.isHermitian.eq, Matrix.trace_mul_comm]
  exact Complex.conj_eq_iff_im.mp hs
```

## Single-geminal matrices and sharpness

The matrix $w\,cc^\dagger$ is written with `vecMulVec`, the outer product of two vectors.

```lean
/-- The matrix `w c c*` built from a single amplitude `c` with weight `w`. -/
def geminalDensity (w : ℝ) (c : ι × ι → ℂ) : Matrix (ι × ι) (ι × ι) ℂ :=
  (w : ℂ) • vecMulVec c (star c)

omit [DecidableEq ι] in
/-- The trace of `K` against `w c c*` is `w` times the expectation of `K` in `c`. -/
theorem trace_mul_geminalDensity (w : ℝ) (c : ι × ι → ℂ) (K : Matrix (ι × ι) (ι × ι) ℂ) :
    (K * geminalDensity w c).trace = w * (star c ⬝ᵥ K *ᵥ c) := by
  rw [geminalDensity, Matrix.mul_smul, Matrix.trace_smul, Matrix.mul_vecMulVec,
    Matrix.trace_vecMulVec, dotProduct_comm, smul_eq_mul]
```

It is a trial matrix when $w\ge0$ and $w\|c\|^2=N(N-1)$. The trace condition comes from the preceding lemma with `K` equal to the identity.

```lean
/-- A geminal with nonnegative weight `w` gives a trial density matrix when `w` times its
squared norm is `N (N - 1)`. -/
theorem isPairDensity_geminalDensity {N w : ℝ} {c : ι × ι → ℂ} (hc : IsGeminal c)
    (hw : 0 ≤ w) (hn : w * sqNorm c = N * (N - 1)) :
    IsPairDensity N (geminalDensity w c) where
  posSemidef := (Matrix.posSemidef_vecMulVec_self_star c).smul (Complex.zero_le_real.mpr hw)
  antisymm_left i j q := by
    simp [geminalDensity, vecMulVec_apply, hc i j]
  antisymm_right p k l := by
    simp [geminalDensity, vecMulVec_apply, hc k l]
  trace_eq := by
    have h1 := trace_mul_geminalDensity w c 1
    rw [Matrix.one_mul, Matrix.one_mulVec, star_dotProduct_self] at h1
    rw [h1, ← hn, Complex.ofReal_mul]
```

A concrete instance on two orbitals uses the amplitudes $1$ and $-1$, whose squared norm is $2$. With weight $1$ the matrix is twice the projector onto the normalised geminal, as required for $N=2$.

```lean
/-- On two orbitals, the geminal with amplitudes `1` on `(0,1)` and `-1` on `(1,0)` gives a
trial density matrix for `N = 2`. -/
theorem isPairDensity_witness :
    IsPairDensity 2 (geminalDensity 1
      (fun p : Fin 2 × Fin 2 => ((p.2 : ℕ) : ℂ) - ((p.1 : ℕ) : ℂ))) := by
  refine isPairDensity_geminalDensity (fun i j => by ring) zero_le_one ?_
  norm_num [sqNorm, Fintype.sum_prod_type, Fin.sum_univ_succ]
```

The equivalence for $N>1$ follows. The forward direction is the trace bound. For the converse, a geminal of norm zero vanishes and satisfies its inequality trivially; any other is tested with the rescaled projector, and the positive weight is cancelled. With fewer than two orbitals there are neither nonzero geminals nor trial matrices for $N>1$, and both sides hold for every `e`.

```lean
/-- For `N > 1`, `e` bounds the energy per squared norm of every geminal from below exactly when `N
(N - 1) e` bounds the real part of `trace (K D)` from below for all trial density matrices. -/
theorem isPairBound_iff {N e : ℝ} (hN : 1 < N) (K : Matrix (ι × ι) (ι × ι) ℂ) :
    IsPairBound K e ↔
      ∀ D, IsPairDensity N D → N * (N - 1) * e ≤ (K * D).trace.re := by
  refine ⟨fun hKe D h => re_trace_lower_bound hKe h, fun H c hc => ?_⟩
  have hs : 0 ≤ sqNorm c := Finset.sum_nonneg fun _ _ => by positivity
  rcases hs.eq_or_lt with h0 | hpos
  · -- a geminal of norm zero vanishes
    have hz : c = 0 := by
      have h1 := h0.symm
      rw [sqNorm, Finset.sum_eq_zero_iff_of_nonneg (fun _ _ => by positivity)] at h1
      funext p
      exact norm_eq_zero.mp (pow_eq_zero_iff two_ne_zero |>.mp (h1 p (Finset.mem_univ p)))
    simp [hz, sqNorm, pairEnergy]
  · -- otherwise test the bound on the rescaled projector
    have ht : 0 < N * (N - 1) := mul_pos (by linarith) (by linarith)
    have hw : 0 < N * (N - 1) / sqNorm c := div_pos ht hpos
    have hn : N * (N - 1) / sqNorm c * sqNorm c = N * (N - 1) :=
      div_mul_cancel₀ _ hpos.ne'
    have h1 := H _ (isPairDensity_geminalDensity hc hw.le hn)
    rw [trace_mul_geminalDensity, Complex.re_ofReal_mul] at h1
    refine le_of_mul_le_mul_left ?_ hw
    calc N * (N - 1) / sqNorm c * (e * sqNorm c)
        = N * (N - 1) / sqNorm c * sqNorm c * e := by ring
      _ = N * (N - 1) * e := by rw [hn]
      _ ≤ _ := h1
```

## The reduced Hamiltonian

The symbol `⊗ₖ` denotes the Kronecker product, which lets $h$ act on one member of the pair.

```lean
/-- The reduced Hamiltonian on pairs: the one-body part `h` shared out with the factor
`1 / (N - 1)`, plus the interaction `V`. -/
def reducedHamiltonian (N : ℝ) (h : Matrix ι ι ℂ) (V : Matrix (ι × ι) (ι × ι) ℂ) :
    Matrix (ι × ι) (ι × ι) ℂ :=
  ((N : ℂ) - 1)⁻¹ • (h ⊗ₖ (1 : Matrix ι ι ℂ) + (1 : Matrix ι ι ℂ) ⊗ₖ h) + V
```

The hypothesis `hg` is the contraction that links the one- and two-particle density matrices. It holds for every state with exactly $N$ particles, and here it is assumed as the relation defining `g`. In the proof, `h1` evaluates the term with $h$ on the first particle, and `h2` exchanges the particles to treat the second. The condition `N ≠ 1` permits the cancellation of $N-1$.

```lean
/-- If `g` is the one-particle matrix contracted from `D`, the energy
`trace (h g) + trace (V D) / 2` is half the trace of the reduced Hamiltonian against `D`. -/
theorem energy_eq_reduced {N : ℝ} (hN : N ≠ 1) {D V : Matrix (ι × ι) (ι × ι) ℂ}
    {h g : Matrix ι ι ℂ} (hD : IsPairDensity N D)
    (hg : ∀ i k, ∑ j, D (i, j) (k, j) = ((N : ℂ) - 1) * g i k) :
    (h * g).trace + (V * D).trace / 2 = (reducedHamiltonian N h V * D).trace / 2 := by
  have hN' : (N : ℂ) - 1 ≠ 0 := sub_ne_zero.mpr (by exact_mod_cast hN)
  have h1 : ((h ⊗ₖ (1 : Matrix ι ι ℂ)) * D).trace = ((N : ℂ) - 1) * (h * g).trace := by
    have h3 : ((h ⊗ₖ (1 : Matrix ι ι ℂ)) * D).trace =
        ∑ i, ∑ j, ∑ k, h i k * D (k, j) (i, j) := by
      simp [Matrix.trace, Matrix.mul_apply, Fintype.sum_prod_type, Matrix.one_apply]
    rw [h3]
    simp only [Matrix.trace, Matrix.diag_apply, Matrix.mul_apply, Finset.mul_sum]
    refine Finset.sum_congr rfl fun i _ => ?_
    rw [Finset.sum_comm]
    refine Finset.sum_congr rfl fun k _ => ?_
    rw [← Finset.mul_sum, hg]
    ring
  -- exchanging both pairs leaves D unchanged, so both particles contribute equally
  have h2 : (((1 : Matrix ι ι ℂ) ⊗ₖ h) * D).trace =
      ((h ⊗ₖ (1 : Matrix ι ι ℂ)) * D).trace := by
    simp only [Matrix.trace, Matrix.diag_apply, Matrix.mul_apply]
    refine Fintype.sum_equiv (Equiv.prodComm ι ι) _ _ fun p => ?_
    refine Fintype.sum_equiv (Equiv.prodComm ι ι) _ _ fun q => ?_
    obtain ⟨i, j⟩ := p
    obtain ⟨k, l⟩ := q
    change (1 : Matrix ι ι ℂ) i k * h j l * D (k, l) (i, j) =
      h j l * (1 : Matrix ι ι ℂ) i k * D (l, k) (j, i)
    rw [hD.antisymm_left k l, hD.antisymm_right _ i j]
    ring
  rw [reducedHamiltonian, Matrix.add_mul, Matrix.smul_mul, Matrix.add_mul,
    Matrix.trace_add, Matrix.trace_smul, Matrix.trace_add, h2, h1, smul_eq_mul]
  have h4 := inv_mul_cancel₀ hN'
  linear_combination (-(h * g).trace) * h4
```

Combining this identity with the trace bound gives the energy estimate. Neither `h` nor `V` is required to be Hermitian, so the statement concerns the real part; for a physical Hamiltonian both are Hermitian.

```lean
/-- If `e` bounds the geminal energies of the reduced Hamiltonian, the real part of the
energy `trace (h g) + trace (V D) / 2` is at least `N (N - 1) e / 2`. -/
theorem energy_lower_bound {N e : ℝ} (hN : N ≠ 1) {D V : Matrix (ι × ι) (ι × ι) ℂ}
    {h g : Matrix ι ι ℂ} (hD : IsPairDensity N D)
    (hg : ∀ i k, ∑ j, D (i, j) (k, j) = ((N : ℂ) - 1) * g i k)
    (he : IsPairBound (reducedHamiltonian N h V) e) :
    N * (N - 1) * e / 2 ≤ ((h * g).trace + (V * D).trace / 2).re := by
  rw [energy_eq_reduced hN hD hg, Complex.div_ofNat_re]
  have h1 := re_trace_lower_bound he hD
  linarith

end

end PairDensityLowerBound
```

```lean
#print axioms PairDensityLowerBound.re_trace_lower_bound
-- 'PairDensityLowerBound.re_trace_lower_bound' depends on axioms: [propext, Classical.choice, Quot.sound]
#print axioms PairDensityLowerBound.trace_lower_bound
-- 'PairDensityLowerBound.trace_lower_bound' depends on axioms: [propext, Classical.choice, Quot.sound]
#print axioms PairDensityLowerBound.isPairBound_iff
-- 'PairDensityLowerBound.isPairBound_iff' depends on axioms: [propext, Classical.choice, Quot.sound]
#print axioms PairDensityLowerBound.energy_lower_bound
-- 'PairDensityLowerBound.energy_lower_bound' depends on axioms: [propext, Classical.choice, Quot.sound]
```
